# Heavier isotopes do not raise the largest imaginary frequency of a fixed Hessian

Let $H$ be a real symmetric Hessian with a negative eigenvalue, and let two sets of masses satisfy $0 < m_i \le M_i \le r\,m_i$ at every coordinate $i$. Then the lowest eigenvalues $l$ and $L$ of the Hessians mass-weighted with $m$ and $M$ obey $l \le L \le l/r < 0$, so the heavier masses do not raise the largest imaginary frequency and lower it by at most a factor $\sqrt r$.

In Lean 4 with Mathlib:

```lean
import Mathlib

open Matrix

namespace IsotopeImaginaryFrequency

noncomputable section

variable {n : Type*} [Fintype n] {H : Matrix n n ℝ} {m M : n → ℝ} {l L r : ℝ}

/-- The mass-weighted Hessian `H i j / (√(m i) √(m j))`, for positive masses. -/
def massWeighted (H : Matrix n n ℝ) (m : n → ℝ) : Matrix n n ℝ :=
  Matrix.of fun i j => H i j / (√(m i) * √(m j))

/-- `μ` is an eigenvalue of `A`, with a nonzero real eigenvector. -/
def IsEigenvalue (A : Matrix n n ℝ) (μ : ℝ) : Prop := ∃ v : n → ℝ, v ≠ 0 ∧ A *ᵥ v = μ • v

/-- `l` is the lowest eigenvalue of `A`. -/
def IsLowest (A : Matrix n n ℝ) (l : ℝ) : Prop := IsLeast {μ | IsEigenvalue A μ} l

/-- The mass-weighted square length `∑ m i (x i)²` of a Cartesian displacement. -/
def massNorm (m x : n → ℝ) : ℝ := ∑ i, m i * x i ^ 2

/-- The Cartesian displacement `v i / √(m i)` of a mass-weighted mode `v`, for positive masses. -/
def cartesian (m v : n → ℝ) : n → ℝ := fun i => v i / √(m i)

/-- The magnitude `√(-l)` of the imaginary frequency that belongs to an eigenvalue `l ≤ 0`. -/
def imagFreq (l : ℝ) : ℝ := √(-l)

/-- The Wigner tunnelling factor `1 + (τ ω)² / 24`, where `τ` stands for `ħ / (k_B T)`. -/
def wigner (τ ω : ℝ) : ℝ := 1 + (τ * ω) ^ 2 / 24

/-- The mass-weighted Hessian of a symmetric `H` with at least one coordinate has a lowest
eigenvalue. -/
theorem exists_lowest [Nonempty n] (hH : H.IsSymm) (m : n → ℝ) :
    ∃ l, IsLowest (massWeighted H m) l := by
  classical
  have hK : (massWeighted H m).IsHermitian := by
    refine Matrix.IsHermitian.ext fun i j => ?_
    simp only [massWeighted, Matrix.of_apply, star_trivial]
    rw [hH.apply i j, mul_comm (√(m j)) (√(m i))]
  obtain ⟨i, hi⟩ := Finite.exists_min hK.eigenvalues
  refine ⟨hK.eigenvalues i, ⟨(hK.eigenvectorBasis i).ofLp, fun h0 =>
    hK.eigenvectorBasis.orthonormal.ne_zero i (by ext k; exact congrFun h0 k),
    hK.mulVec_eigenvectorBasis i⟩, ?_⟩
  rintro μ ⟨v, hv, h⟩
  -- every eigenvalue lies in the finite spectrum
  have hμ : μ ∈ spectrum ℝ (massWeighted H m) := by
    rw [spectrum.mem_iff]
    intro hu
    obtain ⟨C, hC⟩ := hu.exists_left_inv
    apply hv
    calc v = (C * (algebraMap ℝ (Matrix n n ℝ) μ - massWeighted H m)) *ᵥ v := by
          rw [hC, Matrix.one_mulVec]
      _ = 0 := by
          rw [← Matrix.mulVec_mulVec, Matrix.sub_mulVec, h, Algebra.algebraMap_eq_smul_one,
            Matrix.smul_mulVec, Matrix.one_mulVec, sub_self, Matrix.mulVec_zero]
  rw [hK.spectrum_real_eq_range_eigenvalues] at hμ
  obtain ⟨j, rfl⟩ := hμ
  exact hi j

/-- Rayleigh bound: the quadratic form of a symmetric matrix is at least its lowest eigenvalue
times the square length. -/
theorem rayleigh_bound {A : Matrix n n ℝ} (hA : A.IsSymm) (hl : IsLowest A l) (y : n → ℝ) :
    l * (y ⬝ᵥ y) ≤ y ⬝ᵥ A *ᵥ y := by
  classical
  have hB : (A - l • (1 : Matrix n n ℝ)).IsHermitian := by
    show (A - l • (1 : Matrix n n ℝ))ᴴ = _
    rw [Matrix.conjTranspose_eq_transpose_of_trivial, Matrix.transpose_sub,
      Matrix.transpose_smul, Matrix.transpose_one, hA.eq]
  -- the shifted matrix has no negative eigenvalue
  have hpos : (A - l • (1 : Matrix n n ℝ)).PosSemidef := by
    refine hB.posSemidef_iff_eigenvalues_nonneg.mpr fun j => ?_
    have h := hB.mulVec_eigenvectorBasis j
    rw [Matrix.sub_mulVec, Matrix.smul_mulVec, Matrix.one_mulVec] at h
    have he : IsEigenvalue A (hB.eigenvalues j + l) :=
      ⟨(hB.eigenvectorBasis j).ofLp, fun h0 =>
        hB.eigenvectorBasis.orthonormal.ne_zero j (by ext k; exact congrFun h0 k),
        by rw [add_smul]; exact sub_eq_iff_eq_add.mp h⟩
    have h2 : l ≤ hB.eigenvalues j + l := hl.2 he
    show (0 : ℝ) ≤ hB.eigenvalues j
    linarith
  have h := hpos.dotProduct_mulVec_nonneg y
  rw [star_trivial, Matrix.sub_mulVec, Matrix.smul_mulVec, Matrix.one_mulVec, dotProduct_sub,
    dotProduct_smul, smul_eq_mul] at h
  linarith

/-- For positive masses and symmetric `H`, the lowest mass-weighted eigenvalue bounds `x · H x`
from below by `l ∑ m i (x i)²` for every Cartesian displacement `x`. -/
theorem variational (hH : H.IsSymm) (hm : ∀ i, 0 < m i) (hl : IsLowest (massWeighted H m) l)
    (x : n → ℝ) : l * massNorm m x ≤ x ⬝ᵥ H *ᵥ x := by
  have hK : (massWeighted H m).IsSymm := by
    refine Matrix.IsSymm.ext fun i j => ?_
    simp only [massWeighted, Matrix.of_apply]
    rw [hH.apply i j, mul_comm (√(m j)) (√(m i))]
  have hs : ∀ i, √(m i) ≠ 0 := fun i => (Real.sqrt_pos.mpr (hm i)).ne'
  have h := rayleigh_bound hK hl (fun i => √(m i) * x i)
  have h1 : (fun i => √(m i) * x i) ⬝ᵥ (fun i => √(m i) * x i) = massNorm m x := by
    simp only [dotProduct, massNorm]
    refine Finset.sum_congr rfl fun i _ => ?_
    rw [mul_mul_mul_comm, Real.mul_self_sqrt (hm i).le, sq]
  have h2 : (fun i => √(m i) * x i) ⬝ᵥ massWeighted H m *ᵥ (fun i => √(m i) * x i)
      = x ⬝ᵥ H *ᵥ x := by
    simp only [dotProduct, Matrix.mulVec, massWeighted, Matrix.of_apply, Finset.mul_sum]
    refine Finset.sum_congr rfl fun i _ => Finset.sum_congr rfl fun j _ => ?_
    have hi := hs i
    have hj := hs j
    field_simp
  rwa [h1, h2] at h

/-- For positive masses, the Cartesian displacement `x` of a normal mode with eigenvalue `l` has
positive mass-weighted length and satisfies `x · H x = l ∑ m i (x i)²`. -/
theorem mode_energy (hm : ∀ i, 0 < m i) {v : n → ℝ} (hv : v ≠ 0)
    (h : massWeighted H m *ᵥ v = l • v) :
    0 < massNorm m (cartesian m v) ∧
      cartesian m v ⬝ᵥ H *ᵥ cartesian m v = l * massNorm m (cartesian m v) := by
  have hS : massNorm m (cartesian m v) = v ⬝ᵥ v := by
    simp only [massNorm, cartesian, dotProduct]
    refine Finset.sum_congr rfl fun i _ => ?_
    rw [div_pow, Real.sq_sqrt (hm i).le, mul_div_cancel₀ _ (hm i).ne', sq]
  have hE : cartesian m v ⬝ᵥ H *ᵥ cartesian m v = v ⬝ᵥ massWeighted H m *ᵥ v := by
    simp only [dotProduct, Matrix.mulVec, massWeighted, cartesian, Matrix.of_apply,
      Finset.mul_sum]
    refine Finset.sum_congr rfl fun i _ => Finset.sum_congr rfl fun j _ => ?_
    ring
  have hpos : 0 < v ⬝ᵥ v :=
    lt_of_le_of_ne (Finset.sum_nonneg fun i _ => mul_self_nonneg (v i))
      (fun h0 => hv (dotProduct_self_eq_zero.mp h0.symm))
  rw [hE, h, dotProduct_smul, smul_eq_mul, hS]
  exact ⟨hpos, rfl⟩

/-- If the symmetric Hessian has a negative eigenvalue, then raising positive masses does not
lower the lowest mass-weighted eigenvalue, and it stays negative. -/
theorem lowest_le_of_heavier (hH : H.IsSymm) (hneg : ∃ μ < 0, IsEigenvalue H μ)
    (hm : ∀ i, 0 < m i) (hmM : ∀ i, m i ≤ M i) (hl : IsLowest (massWeighted H m) l)
    (hL : IsLowest (massWeighted H M) L) : l ≤ L ∧ L < 0 := by
  have hM : ∀ i, 0 < M i := fun i => (hm i).trans_le (hmM i)
  have hL0 : L < 0 := by
    obtain ⟨μ, hμ, w, hw, hwe⟩ := hneg
    have h1 := variational hH hM hL w
    rw [hwe, dotProduct_smul, smul_eq_mul] at h1
    have hpos : 0 < w ⬝ᵥ w :=
      lt_of_le_of_ne (Finset.sum_nonneg fun i _ => mul_self_nonneg (w i))
        (fun h0 => hw (dotProduct_self_eq_zero.mp h0.symm))
    have hS : 0 ≤ massNorm M w :=
      Finset.sum_nonneg fun i _ => mul_nonneg (hM i).le (sq_nonneg _)
    by_contra hc
    have h2 := mul_nonneg (not_lt.mp hc) hS
    have h3 := mul_neg_of_neg_of_pos hμ hpos
    linarith
  refine ⟨?_, hL0⟩
  -- insert the heavy mode into the bound for the light masses
  obtain ⟨v, hv, hvL⟩ := hL.1
  obtain ⟨hT, hE⟩ := mode_energy hM hv hvL
  have h1 := variational hH hm hl (cartesian M v)
  rw [hE] at h1
  have h2 : massNorm m (cartesian M v) ≤ massNorm M (cartesian M v) :=
    Finset.sum_le_sum fun i _ => mul_le_mul_of_nonneg_right (hmM i) (sq_nonneg _)
  have h3 : 0 ≤ massNorm m (cartesian M v) :=
    Finset.sum_nonneg fun i _ => mul_nonneg (hm i).le (sq_nonneg _)
  rcases le_or_gt 0 l with h0 | h0
  · have h4 := mul_nonneg h0 h3
    have h5 := mul_neg_of_neg_of_pos hL0 hT
    linarith
  · have h4 := mul_le_mul_of_nonpos_left h2 h0.le
    exact le_of_mul_le_mul_right (h4.trans h1) hT

/-- For a symmetric Hessian with a negative eigenvalue and masses `0 < m i ≤ M i ≤ r m i`, the
lowest mass-weighted eigenvalues satisfy `l ≤ L ≤ l / r < 0`. -/
theorem isotope_eigenvalue_bounds (hH : H.IsSymm) (hneg : ∃ μ < 0, IsEigenvalue H μ)
    (hm : ∀ i, 0 < m i) (hmM : ∀ i, m i ≤ M i) (hMr : ∀ i, M i ≤ r * m i)
    (hl : IsLowest (massWeighted H m) l) (hL : IsLowest (massWeighted H M) L) :
    l ≤ L ∧ L ≤ l / r ∧ l / r < 0 := by
  obtain ⟨hlL, hL0⟩ := lowest_le_of_heavier hH hneg hm hmM hl hL
  obtain ⟨v, hv, hvl⟩ := hl.1
  have hr : 0 < r := by
    obtain ⟨i, _⟩ := Function.ne_iff.mp hv
    by_contra hc
    have h1 := mul_nonpos_of_nonpos_of_nonneg (not_lt.mp hc) (hm i).le
    linarith [hm i, hmM i, hMr i]
  -- insert the light mode into the bound for the heavy masses
  obtain ⟨hS, hE⟩ := mode_energy hm hv hvl
  have h1 := variational hH (fun i => (hm i).trans_le (hmM i)) hL (cartesian m v)
  rw [hE] at h1
  have h2 : massNorm M (cartesian m v) ≤ r * massNorm m (cartesian m v) := by
    simp only [massNorm, Finset.mul_sum, ← mul_assoc]
    exact Finset.sum_le_sum fun i _ => mul_le_mul_of_nonneg_right (hMr i) (sq_nonneg _)
  have h3 := mul_le_mul_of_nonpos_left h2 hL0.le
  rw [← mul_assoc] at h3
  exact ⟨hlL, (le_div_iff₀ hr).mpr (le_of_mul_le_mul_right (h3.trans h1) hS),
    div_neg_of_neg_of_pos (hlL.trans_lt hL0) hr⟩

/-- Under the same conditions, heavier masses do not raise the largest imaginary frequency, and
lower it by at most a factor `√r`; the Wigner factor does not rise, and its excess over one
shrinks by at most a factor `r`. -/
theorem isotope_frequency_and_wigner (hH : H.IsSymm) (hneg : ∃ μ < 0, IsEigenvalue H μ)
    (hm : ∀ i, 0 < m i) (hmM : ∀ i, m i ≤ M i) (hMr : ∀ i, M i ≤ r * m i)
    (hl : IsLowest (massWeighted H m) l) (hL : IsLowest (massWeighted H M) L) (τ : ℝ) :
    (imagFreq L ≤ imagFreq l ∧ imagFreq l / √r ≤ imagFreq L) ∧
      wigner τ (imagFreq L) ≤ wigner τ (imagFreq l) ∧
      wigner τ (imagFreq l) - 1 ≤ r * (wigner τ (imagFreq L) - 1) := by
  obtain ⟨h1, h2, h3⟩ := isotope_eigenvalue_bounds hH hneg hm hmM hMr hl hL
  have hL0 : L < 0 := h2.trans_lt h3
  have hl0 : l < 0 := h1.trans_lt hL0
  have hr : 0 < r := by
    by_contra hc
    exact absurd h3 (not_lt.mpr (div_nonneg_of_nonpos hl0.le (not_lt.mp hc)))
  have h4 : L * r ≤ l := (le_div_iff₀ hr).mp h2
  refine ⟨⟨Real.sqrt_le_sqrt (by linarith), ?_⟩, ?_, ?_⟩
  · unfold imagFreq
    rw [← Real.sqrt_div' _ hr.le]
    exact Real.sqrt_le_sqrt (by rw [neg_div]; linarith)
  · simp only [wigner, imagFreq, mul_pow]
    rw [Real.sq_sqrt (by linarith), Real.sq_sqrt (by linarith)]
    have h5 := mul_le_mul_of_nonneg_left h1 (sq_nonneg τ)
    linarith
  · simp only [wigner, imagFreq, mul_pow]
    rw [Real.sq_sqrt (by linarith), Real.sq_sqrt (by linarith)]
    have h5 := mul_le_mul_of_nonneg_left h4 (sq_nonneg τ)
    linarith

/-- Scaling all positive masses by the same `r > 0` divides the lowest eigenvalue by exactly
`r`. -/
theorem uniform_scaling (hH : H.IsSymm) (hm : ∀ i, 0 < m i) (hr : 0 < r)
    (hl : IsLowest (massWeighted H m) l)
    (hL : IsLowest (massWeighted H (fun i => r * m i)) L) : L = l / r := by
  have hM : ∀ i, 0 < r * m i := fun i => mul_pos hr (hm i)
  have hN : ∀ x, massNorm (fun i => r * m i) x = r * massNorm m x := fun x => by
    simp only [massNorm, Finset.mul_sum, mul_assoc]
  obtain ⟨v, hv, hvl⟩ := hl.1
  obtain ⟨w, hw, hwL⟩ := hL.1
  obtain ⟨hS, hE⟩ := mode_energy hm hv hvl
  obtain ⟨hT, hF⟩ := mode_energy hM hw hwL
  have h1 := variational hH hM hL (cartesian m v)
  have h2 := variational hH hm hl (cartesian (fun i => r * m i) w)
  rw [hE, hN, ← mul_assoc] at h1
  rw [hF, hN, ← mul_assoc] at h2
  rw [hN] at hT
  rw [eq_div_iff hr.ne']
  exact le_antisymm (le_of_mul_le_mul_right h1 hS)
    (le_of_mul_le_mul_right h2 (pos_of_mul_pos_right hT hr.le))

/-- If the symmetric Hessian has a negative eigenvalue and positive masses are raised only at
coordinates at rest in a lowest mode `v`, the lowest eigenvalue is unchanged. -/
theorem substitution_at_rest (hH : H.IsSymm) (hneg : ∃ μ < 0, IsEigenvalue H μ)
    (hm : ∀ i, 0 < m i) (hmM : ∀ i, m i ≤ M i) (hl : IsLowest (massWeighted H m) l)
    (hL : IsLowest (massWeighted H M) L) {v : n → ℝ} (hv : v ≠ 0)
    (hvl : massWeighted H m *ᵥ v = l • v) (hrest : ∀ i, v i ≠ 0 → M i = m i) : L = l := by
  obtain ⟨hS, hE⟩ := mode_energy hm hv hvl
  have h1 := variational hH (fun i => (hm i).trans_le (hmM i)) hL (cartesian m v)
  have h2 : massNorm M (cartesian m v) = massNorm m (cartesian m v) := by
    refine Finset.sum_congr rfl fun i _ => ?_
    by_cases h0 : v i = 0
    · simp [cartesian, h0]
    · rw [hrest i h0]
  rw [hE, h2] at h1
  exact le_antisymm (le_of_mul_le_mul_right h1 hS)
    (lowest_le_of_heavier hH hneg hm hmM hl hL).1

end

end IsotopeImaginaryFrequency
```

```lean
#print axioms IsotopeImaginaryFrequency.exists_lowest
-- 'IsotopeImaginaryFrequency.exists_lowest' depends on axioms: [propext, Classical.choice, Quot.sound]
#print axioms IsotopeImaginaryFrequency.isotope_frequency_and_wigner
-- 'IsotopeImaginaryFrequency.isotope_frequency_and_wigner' depends on axioms: [propext, Classical.choice, Quot.sound]
#print axioms IsotopeImaginaryFrequency.uniform_scaling
-- 'IsotopeImaginaryFrequency.uniform_scaling' depends on axioms: [propext, Classical.choice, Quot.sound]
#print axioms IsotopeImaginaryFrequency.substitution_at_rest
-- 'IsotopeImaginaryFrequency.substitution_at_rest' depends on axioms: [propext, Classical.choice, Quot.sound]
```

## One Hessian, two sets of masses

The finite type `n` labels Cartesian coordinates, each with its own mass; in a molecule, the three coordinates of an atom share one. `massWeighted H m` is the matrix $K_{ij} = H_{ij}/(\sqrt{m_i}\sqrt{m_j})$. `IsLowest` says that a number is the least element of the set of real eigenvalues. The theorems take $l$ and $L$ with this property as given, and `exists_lowest` shows that such numbers exist whenever there is at least one coordinate.

The hypothesis `hneg` gives the Cartesian Hessian a negative eigenvalue: the potential curves downwards in some direction, as at a transition state. It matters for the order of $l$ and $L$. With a single coordinate and $H > 0$, the eigenvalue $H/m$ falls when the mass grows.

The number $r$ bounds all the mass ratios $M_i/m_i$ at once. `imagFreq l` is the magnitude $\sqrt{-l}$ of the imaginary angular frequency. If there are several negative eigenvalues, the result compares only the lowest ones.

Both isotopologues have the same $H$, as in the Born–Oppenheimer approximation at a common geometry. Within this harmonic model, the bounds give a consistency check on the imaginary frequencies used for kinetic isotope effects. They do not bound the isotope effect itself, which also depends on the other vibrations.

## A variational bound in Cartesian displacements

Write $S_m(x) = \sum_i m_i x_i^2$, which is `massNorm m x`. Expand a vector $y$ in orthonormal eigenvectors of $K$, with coefficients $c_k$ and eigenvalues $\lambda_k \ge l$:

$$y\cdot Ky = \sum_k \lambda_k c_k^2 \ge l \sum_k c_k^2 = l\, y\cdot y.$$

Now put $y_i = \sqrt{m_i}\,x_i$. Then $y\cdot y = S_m(x)$, and the roots cancel in $y\cdot Ky = \sum_{ij} x_i H_{ij} x_j$. Hence, for every displacement $x$,

$$l\,S_m(x) \le x\cdot Hx. \tag{1}$$

If $Kv = l v$ with $v \ne 0$, the displacement $x_i = v_i/\sqrt{m_i}$ gives equality, and $S_m(x) = v\cdot v > 0$. The same statements hold for $M$ and $L$.

In the file, `rayleigh_bound` proves the first inequality for any symmetric matrix $A$ with lowest eigenvalue $l$, by showing that $A - l\,\mathbb 1$ has no negative eigenvalue and is therefore positive semidefinite. `variational` is (1), with `field_simp` cancelling the roots. `mode_energy` is the equality for a mode, whose displacement is called `cartesian m v`. The proof of `exists_lowest` picks the smallest of the finitely many eigenvalues from the spectral theorem, then shows that every $\mu$ with an eigenvector is among them: if $\mu\mathbb 1 - K$ had an inverse, the eigenvector would vanish.

## Exchanging the modes

**$L$ is negative.** Let $Hw = \mu w$ with $\mu < 0$ and $w \neq 0$. The heavy version of (1) gives $L\,S_M(w) \le \mu\, w\cdot w < 0$. Since $S_M(w) \ge 0$, it follows that $L < 0$.

**$l \le L$.** Let $x$ be the displacement of the lowest heavy mode, so that $x\cdot Hx = L\,S_M(x)$. Inserted into the light bound, it gives

$$l\,S_m(x) \le L\,S_M(x) < 0,$$

so $l < 0$. As $S_m(x) \le S_M(x)$, multiplication by the negative $l$ yields $l\,S_M(x) \le l\,S_m(x) \le L\,S_M(x)$. Division by $S_M(x) > 0$ gives $l \le L$.

These two steps are `lowest_le_of_heavier`, where `rcases` splits on the sign of $l$ and rules out $l \ge 0$.

**$L \le l/r$.** Now let $x$ be the displacement of the lowest light mode. The heavy bound gives $L\,S_M(x) \le l\,S_m(x)$. Since $S_M(x) \le r\,S_m(x)$ and $L < 0$,

$$rL\,S_m(x) \le L\,S_M(x) \le l\,S_m(x).$$

Division by $S_m(x) > 0$ gives $rL \le l$. The mass inequalities force $r > 0$, so $L \le l/r$, and $l/r < 0$ because $l < 0$. This completes `isotope_eigenvalue_bounds`; its final term performs the two divisions with `le_of_mul_le_mul_right` and `le_div_iff₀`.

## Frequencies and the Wigner factor

Changing signs gives $-l/r \le -L \le -l$, and the square root preserves the order:

$$\frac{\sqrt{-l}}{\sqrt r} \le \sqrt{-L} \le \sqrt{-l}.$$

The Wigner factor is $\kappa(\omega) = 1 + (\tau\omega)^2/24$, where $\tau$ stands for $\hbar/(k_BT)$. It is the leading tunnelling correction for a parabolic barrier, and the file takes it as a definition. Its excess over one is $\tau^2(-l)/24$ for the light masses and $\tau^2(-L)/24$ for the heavy ones. From $l \le L$, the factor does not rise; from $rL \le l$, the light excess is at most $r$ times the heavy excess. `isotope_frequency_and_wigner` collects these four inequalities, using `Real.sqrt_le_sqrt` for the frequencies and `Real.sq_sqrt` to remove the roots from the Wigner factors.

## Substitutions that reach the bounds

If every mass is multiplied by $r > 0$, then $S_{rm}(x) = r\,S_m(x)$. Inserting each lowest mode into the other bound gives $rL \le l$ and $l \le rL$, hence $L = l/r$. This is `uniform_scaling`, which does not need a negative eigenvalue.

At the other end, let $H$ again have a negative eigenvalue, and suppose that masses are raised only where a lowest light mode $v$ has $v_i = 0$. Its displacement then has $S_M(x) = S_m(x)$, so the heavy bound gives $L \le l$. Together with $l \le L$ this yields $L = l$, which is `substitution_at_rest`: heavier isotopes at atoms that do not move in the lowest mode leave the largest imaginary frequency unchanged.
